# The integral of xˡ e^(−rx) over the positive half-line is l!/r^(l+1) when Re r > 0

The theorem `laplace_pow` evaluates the integral over x > 0 of a power xˡ times the exponential e^(−rx), for a natural number l and a complex r with positive real part: the value is l!/r^(l+1). The real part of r makes the integrand decay, while an imaginary part makes it oscillate; no normalisation factor is included. The proof is by induction on l. Each step integrates the derivative of x^(l+1) e^(−rx), whose boundary values vanish at zero and at infinity, so that r times the integral for l + 1 equals l + 1 times the integral for l.

In Lean, a first try:

```lean
import Mathlib

open Filter Topology MeasureTheory

namespace LaplacePow

noncomputable section

/-- The modulus of `x ^ n * exp (-r x)` for `x ≥ 0` involves only the real part of `r`. -/
theorem norm_pow_mul_exp (r : ℂ) (n : ℕ) {x : ℝ} (hx : 0 ≤ x) :
    ‖(x : ℂ) ^ n * Complex.exp (-(r * x))‖ = x ^ n * Real.exp (-(r.re * x)) := by
  have hre : (-(r * (x : ℂ))).re = -(r.re * x) := by simp
  rw [norm_mul, norm_pow, Complex.norm_real, Real.norm_of_nonneg hx, Complex.norm_exp, hre]

/-- For `r` with positive real part, `x ^ n * exp (-r x)` is integrable over `x > 0`. -/
theorem integrable_pow_mul_exp (n : ℕ) {r : ℂ} (hr : 0 < r.re) :
    Integrable (fun x : ℝ => (x : ℂ) ^ n * Complex.exp (-(r * x)))
      (volume.restrict (Set.Ioi 0)) := by
  have hG : Integrable (fun x : ℝ => (x : ℂ) ^ n * Complex.exp (-((r.re : ℂ) * x)))
      (volume.restrict (Set.Ioi 0)) := by
    by_contra hni
    have ha : 0 < ((n : ℂ) + 1).re := by
      rw [Complex.add_re, Complex.natCast_re, Complex.one_re]
      positivity
    -- the Gamma integral is non-zero, so its integrand is integrable
    have h := Complex.integral_cpow_mul_exp_neg_mul_Ioi ha hr
    rw [add_sub_cancel_right, Complex.Gamma_nat_eq_factorial] at h
    simp only [Complex.cpow_natCast] at h
    rw [integral_undef hni, ← Nat.cast_add_one, Complex.cpow_natCast] at h
    exact mul_ne_zero (pow_ne_zero _ (one_div_ne_zero (Complex.ofReal_ne_zero.mpr hr.ne')))
      (Nat.cast_ne_zero.mpr n.factorial_ne_zero) h.symm
  refine hG.mono (Continuous.aestronglyMeasurable (by fun_prop)) ?_
  refine (ae_restrict_iff' measurableSet_Ioi).mpr (Eventually.of_forall fun x hx => ?_)
  have h0 : 0 ≤ x := le_of_lt hx
  exact ((norm_pow_mul_exp r n h0).trans (norm_pow_mul_exp (r.re : ℂ) n h0).symm).le

/-- The Laplace transform of `x ^ l` at a complex `r` with positive real part is
`l! / r ^ (l + 1)`. -/
theorem laplace_pow (l : ℕ) {r : ℂ} (hr : 0 < r.re) :
    ∫ x in Set.Ioi (0 : ℝ), (x : ℂ) ^ l * Complex.exp (-(r * x)) =
      (l.factorial : ℂ) / r ^ (l + 1) := by
  have hr0 : r ≠ 0 := by
    rintro rfl
    simp at hr
  have hE (z : ℂ) : HasDerivAt (fun z : ℂ => Complex.exp (-(r * z)))
      (Complex.exp (-(r * z)) * -(r * 1)) z :=
    (((hasDerivAt_id' z).const_mul r).fun_neg).cexp
  -- boundary terms vanish at infinity
  have ht (n : ℕ) : Tendsto (fun x : ℝ => (x : ℂ) ^ n * Complex.exp (-(r * x))) atTop (𝓝 0) := by
    rw [tendsto_zero_iff_norm_tendsto_zero]
    have h := ((Real.tendsto_pow_mul_exp_neg_atTop_nhds_zero n).comp
      (tendsto_id.const_mul_atTop hr)).const_mul ((r.re ^ n)⁻¹)
    rw [mul_zero] at h
    refine h.congr' ?_
    filter_upwards [eventually_ge_atTop (0 : ℝ)] with x hx
    rw [norm_pow_mul_exp r n hx]
    simp only [Function.comp_apply, id]
    rw [mul_pow, mul_assoc, inv_mul_cancel_left₀ (pow_ne_zero _ hr.ne')]
  induction l with
  | zero =>
    have key : ∫ x in Set.Ioi (0 : ℝ), -r * ((x : ℂ) ^ 0 * Complex.exp (-(r * x))) =
        0 - Complex.exp (-(r * ((0 : ℝ) : ℂ))) :=
      integral_Ioi_of_hasDerivAt_of_tendsto'
        (fun x _ => (hE x).comp_ofReal.congr_deriv (by ring))
        ((integrable_pow_mul_exp 0 hr).const_mul _)
        (by simpa only [pow_zero, one_mul] using ht 0)
    rw [integral_const_mul, Complex.ofReal_zero, mul_zero, neg_zero, Complex.exp_zero] at key
    rw [Nat.factorial_zero, Nat.cast_one, zero_add, pow_one, eq_div_iff hr0]
    linear_combination -key
  | succ l ih =>
    have h1 := (integrable_pow_mul_exp l hr).const_mul ((l : ℂ) + 1)
    have h2 := (integrable_pow_mul_exp (l + 1) hr).const_mul r
    have key : ∫ x in Set.Ioi (0 : ℝ), (((l : ℂ) + 1) * ((x : ℂ) ^ l * Complex.exp (-(r * x))) -
        r * ((x : ℂ) ^ (l + 1) * Complex.exp (-(r * x)))) =
        0 - ((0 : ℝ) : ℂ) ^ (l + 1) * Complex.exp (-(r * ((0 : ℝ) : ℂ))) :=
      integral_Ioi_of_hasDerivAt_of_tendsto'
        (fun x _ => ((hasDerivAt_pow (l + 1) (x : ℂ)).fun_mul (hE x)).comp_ofReal.congr_deriv
          (by rw [Nat.add_sub_cancel]; push_cast; ring))
        (h1.sub h2) (ht (l + 1))
    rw [integral_sub h1 h2, integral_const_mul, integral_const_mul, ih, Complex.ofReal_zero,
      zero_pow (Nat.succ_ne_zero l), zero_mul, sub_zero] at key
    apply mul_left_cancel₀ hr0
    calc _ = ((l : ℂ) + 1) * (l.factorial / r ^ (l + 1)) := by linear_combination -key
      _ = _ := by
        rw [Nat.factorial_succ]
        push_cast
        field_simp

end

end LaplacePow
```

Compiling this gives:

```
Main.lean:84:15: error: unsolved goals
r : ℂ
hr : 0 < r.re
hr0 : r ≠ 0
hE : ∀ (z : ℂ), HasDerivAt (fun z => Complex.exp (-(r * z))) (Complex.exp (-(r * z)) * -(r * 1)) z
ht : ∀ (n : ℕ), Tendsto (fun x => ↑x ^ n * Complex.exp (-(r * ↑x))) atTop (𝓝 0)
l : ℕ
ih : ∫ (x : ℝ) in Set.Ioi 0, ↑x ^ l * Complex.exp (-(r * ↑x)) = ↑l.factorial / r ^ (l + 1)
h1 : Integrable (fun x => (↑l + 1) * (↑x ^ l * Complex.exp (-(r * ↑x)))) (volume.restrict (Set.Ioi 0))
h2 : Integrable (fun x => r * (↑x ^ (l + 1) * Complex.exp (-(r * ↑x)))) (volume.restrict (Set.Ioi 0))
key : (↑l + 1) * (↑l.factorial / r ^ (l + 1)) - r * ∫ (a : ℝ) in Set.Ioi 0, ↑a ^ (l + 1) * Complex.exp (-(r * ↑a)) = 0
⊢ ↑l.factorial * r ^ (l + 1 + 1) = ↑l.factorial * r ^ (l + 1) * r
```

The single error is in the last step of the `calc` block, where the integration is already done and only an algebraic identity remains: (l + 1) · l!/r^(l+1) must equal r · (l + 1)!/r^(l+2). After `Nat.factorial_succ` and `push_cast` have expanded the factorial, `field_simp` clears the denominators but does not close the goal. It leaves

`↑l.factorial * r ^ (l + 1 + 1) = ↑l.factorial * r ^ (l + 1) * r`

The two sides are equal, but they are written differently: on the left the extra factor of `r` is inside the exponent, on the right it stands apart. As `field_simp` was the last tactic in the block, Lean reports the remaining equation as an unsolved goal.

The repair adds `ring` after `field_simp`. It proves identities in commutative rings, including those with a variable such as `l` in an exponent, so it recognises `r ^ (l + 1 + 1)` as `r ^ (l + 1) * r` and closes the goal.

Fix (accepted with no message):

```diff
@@ -86,4 +86,5 @@
         push_cast
         field_simp
+        ring
 
 end
```
